# The one-phonon Dyson energy of a single-site polaron becomes a vanishing fraction of −g²/w at strong coupling

Take one electron on one site, coupled to one phonon mode of energy w > 0. The coupling g is real, ħ = 1, and the bare site energy is zero. A state is a list of real amplitudes ψ(n), where n is the number of phonons. The Hamiltonian H = w b†b + g(b + b†) acts as

(Hψ)(n) = w n ψ(n) + g [√n ψ(n−1) + √(n+1) ψ(n+1)],

where the ψ(n−1) term is absent at n = 0. Three further quantities are needed:

E_pol = −g²/w, the polaron energy

Σ(x) = g²/(x − w), the one-phonon self-energy at energy x

E_D = (w − √(w² + 4g²))/2, the Dyson energy

Σ contains the bare propagator 1/(x − w) of the electron after it has emitted one phonon.

## The ratio and its two limits

For g ≠ 0, E_D is the only negative solution of x = Σ(x), and

E_D / E_pol = 2w / (w + √(w² + 4g²)).

At fixed w the ratio tends to 1 as g → 0 from above and to 0 as g → ∞. The Dyson energy grows only linearly at strong coupling, E_D/g → −1, while E_pol grows quadratically.

## Checking a solver at zero hopping

A code that solves x = Σ(x) in full, with a bare one-phonon Fan-Migdal self-energy, can be run on a single site with one mode, an empty band and zero temperature. (Evaluating Σ at the bare energy instead gives Σ(0) = −g²/w, and linearising the equation gives another value; the check below is not meant for those variants.) In that restricted model it should return E_D, not −g²/w. A large gap between the two at large g is then the error of the approximation and no sign of a coding fault. For g ≠ 0 the equation also has a positive root, which Newton's method, for example, finds when started close to it, so the sign of the returned energy should be checked.

Exact diagonalisation with a cutoff of one phonon gives the same E_D for this site. With any finite cutoff, the lowest eigenvalue must not fall below −g²/w by more than rounding error.

## The polaron energy from a displaced oscillator

Let a = −g/w and φ(n) = aⁿ/√(n!). Then

√(n+1) φ(n+1) = a φ(n),

so φ is an eigenstate of annihilation. Its squared norm is the sum of a²ⁿ/n!, which is exp(g²/w²); the normalised amplitudes are exp(−g²/(2w²)) φ(n).

For n ≥ 1, the same relation one step lower reads w √n φ(n) = −g φ(n−1). Multiplying by √n gives

w n φ(n) + g √n φ(n−1) = 0.

Both terms are zero at n = 0. What remains of Hφ, for every n, is

g √(n+1) φ(n+1) = g a φ(n) = −(g²/w) φ(n).

So φ has energy −g²/w. To see that no state with finitely many phonons lies lower, let ψ(n) = 0 for n ≥ M and expand the square

w [√(n+1) ψ(n+1) + (g/w) ψ(n)]² = w(n+1) ψ(n+1)² + 2g √(n+1) ψ(n+1) ψ(n) + (g²/w) ψ(n)².

Sum over n from 0 to M−1. After a shift of index the first term gives the phonon energy. Half of the cross term is the ψ(n+1) part of the coupling, and the other half, shifted, is the ψ(n−1) part. Hence

⟨ψ, Hψ⟩ + (g²/w) ⟨ψ, ψ⟩ = a sum of squares times w ≥ 0.

## From at most one phonon to a quadratic

Keep only ψ(0) and ψ(1). The eigenvalue equations are

g ψ(1) = x ψ(0)

w ψ(1) + g ψ(0) = x ψ(1).

For x ≠ w the second gives ψ(1) = g ψ(0)/(x − w). If ψ(0) were zero, ψ(1) would be zero too, so ψ(0) ≠ 0 and the first equation becomes x = g²/(x − w). Conversely, a solution x of that equation has the eigenvector ψ(0) = x − w, ψ(1) = g.

Clearing the denominator leaves

x² − w x − g² = 0.

For g ≠ 0 the product of the roots is −g² < 0, so exactly one root is negative, and it is E_D. Write s = √(w² + 4g²). Since (s − w)(s + w) = 4g²,

E_D = −(s − w)/2 = −2g²/(w + s).

Division by −g²/w gives the ratio 2w/(w + s). As g → 0, s → w and the ratio tends to 1. As g → ∞, s ≥ g forces it to 0. Finally, for g > 0,

E_D/g = (w/g − √((w/g)² + 4))/2 → (0 − 2)/2 = −1.

## Three couplings at w = 1

These values of g² make the square root rational:

- g² = 0.11: s = 1.2, E_D = −0.1, E_pol = −0.11, ratio 10/11.
- g² = 2: s = 3, E_D = −1, E_pol = −2, ratio 1/2.
- g² = 20: s = 9, E_D = −4, E_pol = −20, ratio 1/5.

The middle case can be checked directly in the Dyson equation: 2/(−1 − 1) = −1.

## The Lean development

```lean
import Mathlib

open Filter Topology

namespace OnePhononDyson

noncomputable section

/-- The single-site electron-phonon Hamiltonian `w b†b + g (b + b†)` acting on real
phonon-number amplitudes. -/
def siteHamiltonian (w g : ℝ) (ψ : ℕ → ℝ) (n : ℕ) : ℝ :=
  w * n * ψ n + g * (√(n : ℝ) * ψ (n - 1) + √((n : ℝ) + 1) * ψ (n + 1))

/-- The single-site polaron energy `-g²/w`. -/
def polaronEnergy (w g : ℝ) : ℝ := -(g ^ 2 / w)

/-- The unnormalised displaced-oscillator state with displacement `-g/w`. -/
def polaronState (w g : ℝ) (n : ℕ) : ℝ :=
  (-(g / w)) ^ n / √(Nat.factorial n : ℝ)

/-- The one-phonon self-energy `g²/(x - w)` of a single site at energy `x`. -/
def selfEnergy (w g x : ℝ) : ℝ := g ^ 2 / (x - w)

/-- The closed form `(w - √(w² + 4g²))/2` of the one-phonon Dyson energy. -/
def dysonEnergy (w g : ℝ) : ℝ := (w - √(w ^ 2 + 4 * g ^ 2)) / 2

/-- The displaced-oscillator state is an eigenstate of phonon annihilation with
eigenvalue `-g/w`. -/
theorem annihilation_polaronState (w g : ℝ) (n : ℕ) :
    √((n : ℝ) + 1) * polaronState w g (n + 1) = -(g / w) * polaronState w g n := by
  have h1 : √((n : ℝ) + 1) ≠ 0 := (Real.sqrt_pos.mpr (by positivity)).ne'
  have h2 : √(Nat.factorial n : ℝ) ≠ 0 := (Real.sqrt_pos.mpr (by positivity)).ne'
  have h3 : √(Nat.factorial (n + 1) : ℝ) = √((n : ℝ) + 1) * √(Nat.factorial n : ℝ) := by
    rw [Nat.factorial_succ, Nat.cast_mul, Real.sqrt_mul (Nat.cast_nonneg _)]
    push_cast
    rfl
  unfold polaronState
  rw [h3, pow_succ]
  generalize -(g / w) = a
  field_simp

/-- The displaced-oscillator state is square-summable and is an eigenstate of the site
Hamiltonian with energy `-g²/w`. -/
theorem polaronState_eigen {w : ℝ} (hw : 0 < w) (g : ℝ) :
    Summable (fun n => polaronState w g n ^ 2) ∧
      ∀ n, siteHamiltonian w g (polaronState w g) n
        = polaronEnergy w g * polaronState w g n := by
  constructor
  · have h : (fun n => polaronState w g n ^ 2)
        = fun n : ℕ => ((g / w) ^ 2) ^ n / (Nat.factorial n : ℝ) := by
      funext n
      have e : ((-(g / w)) ^ n) ^ 2 = ((g / w) ^ 2) ^ n := by
        rw [← pow_mul, mul_comm n 2, pow_mul, neg_sq]
      unfold polaronState
      rw [div_pow, Real.sq_sqrt (Nat.cast_nonneg _), e]
    rw [h]
    exact Real.summable_pow_div_factorial _
  · intro n
    have h2 := annihilation_polaronState w g n
    unfold siteHamiltonian polaronEnergy
    rw [h2]
    cases n with
    | zero =>
      rw [Nat.cast_zero, Real.sqrt_zero]
      ring
    | succ k =>
      -- the phonon energy cancels the creation term
      have h1 : w * (√((k : ℝ) + 1) * polaronState w g (k + 1))
          = -g * polaronState w g k := by
        rw [annihilation_polaronState]
        field_simp
      have hs : √((k : ℝ) + 1) * √((k : ℝ) + 1) = (k : ℝ) + 1 :=
        Real.mul_self_sqrt (by positivity)
      rw [Nat.add_sub_cancel]
      push_cast
      linear_combination √((k : ℝ) + 1) * h1 - w * polaronState w g (k + 1) * hs

/-- Every state with fewer than `M` phonons has unnormalised energy `⟨ψ, Hψ⟩` at least `-g²/w` times
its squared norm. -/
theorem polaronEnergy_le {w : ℝ} (hw : 0 < w) (g : ℝ) (ψ : ℕ → ℝ) (M : ℕ)
    (hψ : ∀ n, M ≤ n → ψ n = 0) :
    polaronEnergy w g * ∑ n ∈ Finset.range M, ψ n ^ 2
      ≤ ∑ n ∈ Finset.range M, ψ n * siteHamiltonian w g ψ n := by
  -- completing the square, with a boundary term at the cutoff
  have key : ∀ N : ℕ, ∑ n ∈ Finset.range N, ψ n * siteHamiltonian w g ψ n
      + g ^ 2 / w * ∑ n ∈ Finset.range N, ψ n ^ 2
      + (w * N * ψ N ^ 2 + g * √(N : ℝ) * ψ N * ψ (N - 1))
      = ∑ n ∈ Finset.range N, w * (√((n : ℝ) + 1) * ψ (n + 1) + g / w * ψ n) ^ 2 := by
    intro N
    induction N with
    | zero => simp
    | succ N ih =>
      have hs : √((N : ℝ) + 1) ^ 2 = (N : ℝ) + 1 := Real.sq_sqrt (by positivity)
      have hg : w * (g / w) = g := by field_simp
      have hsq : w * (√((N : ℝ) + 1) * ψ (N + 1) + g / w * ψ N) ^ 2
          = w * ((N : ℝ) + 1) * ψ (N + 1) ^ 2
            + 2 * g * √((N : ℝ) + 1) * ψ (N + 1) * ψ N + g ^ 2 / w * ψ N ^ 2 := by
        linear_combination w * ψ (N + 1) ^ 2 * hs
          + (2 * √((N : ℝ) + 1) * ψ (N + 1) * ψ N + g / w * ψ N ^ 2) * hg
      have hH : siteHamiltonian w g ψ N = w * N * ψ N
          + g * (√(N : ℝ) * ψ (N - 1) + √((N : ℝ) + 1) * ψ (N + 1)) := rfl
      rw [Finset.sum_range_succ, Finset.sum_range_succ, Finset.sum_range_succ,
        Nat.add_sub_cancel]
      push_cast
      linear_combination ih + ψ N * hH - hsq
  have hM := key M
  have hpos : 0 ≤ ∑ n ∈ Finset.range M,
      w * (√((n : ℝ) + 1) * ψ (n + 1) + g / w * ψ n) ^ 2 :=
    Finset.sum_nonneg fun n _ => by positivity
  rw [← hM, hψ M le_rfl] at hpos
  unfold polaronEnergy
  linarith

/-- Away from `x = w`, the one-phonon Dyson equation holds exactly when `x` is an eigenvalue
of the site Hamiltonian restricted to at most one phonon. -/
theorem dyson_iff_onePhonon {w x : ℝ} (g : ℝ) (hx : x ≠ w) :
    x = selfEnergy w g x ↔ ∃ ψ : ℕ → ℝ, ψ ≠ 0 ∧ (∀ n, 2 ≤ n → ψ n = 0) ∧
      ∀ n, n < 2 → siteHamiltonian w g ψ n = x * ψ n := by
  have hne : x - w ≠ 0 := sub_ne_zero.mpr hx
  unfold selfEnergy
  rw [eq_div_iff hne]
  constructor
  · intro h
    refine ⟨fun n => if n = 0 then x - w else if n = 1 then g else 0, ?_, ?_, ?_⟩
    · intro h0
      exact hne (by simpa using congrFun h0 0)
    · intro n hn
      have h0 : n ≠ 0 := by omega
      have h1 : n ≠ 1 := by omega
      simp [h0, h1]
    · intro n hn
      interval_cases n
      · simp [siteHamiltonian]
        linear_combination -h
      · simp [siteHamiltonian]
        ring
  · rintro ⟨ψ, hψ, h2, hH⟩
    have e0 : g * ψ 1 = x * ψ 0 := by
      simpa [siteHamiltonian] using hH 0 (by norm_num)
    have e1 : w * ψ 1 + g * ψ 0 = x * ψ 1 := by
      simpa [siteHamiltonian, h2 2 le_rfl] using hH 1 (by norm_num)
    have hψ0 : ψ 0 ≠ 0 := by
      intro h0
      have h1 : (x - w) * ψ 1 = 0 := by linear_combination -e1 + g * h0
      have h1' : ψ 1 = 0 := (mul_eq_zero.mp h1).resolve_left hne
      apply hψ
      funext n
      rcases n with _ | _ | n
      · exact h0
      · exact h1'
      · exact h2 _ (by omega)
    -- eliminate the one-phonon amplitude
    apply mul_right_cancel₀ hψ0
    linear_combination -(x - w) * e0 - g * e1

/-- For nonzero coupling, the one-phonon Dyson equation has exactly one negative solution,
`(w - √(w² + 4g²))/2`. -/
theorem negative_root_iff {w g : ℝ} (hw : 0 < w) (hg : g ≠ 0) (x : ℝ) :
    (x < 0 ∧ x = selfEnergy w g x) ↔ x = dysonEnergy w g := by
  have hg2 : 0 < g ^ 2 := by positivity
  have hs : √(w ^ 2 + 4 * g ^ 2) ^ 2 = w ^ 2 + 4 * g ^ 2 := Real.sq_sqrt (by positivity)
  have hsw : w < √(w ^ 2 + 4 * g ^ 2) := Real.lt_sqrt_of_sq_lt (by linarith)
  unfold selfEnergy dysonEnergy
  constructor
  · rintro ⟨hx, h⟩
    have hne : x - w ≠ 0 := (show x - w < 0 by linarith).ne
    rw [eq_div_iff hne] at h
    have hf : (√(w ^ 2 + 4 * g ^ 2) - (w - 2 * x))
        * (√(w ^ 2 + 4 * g ^ 2) + (w - 2 * x)) = 0 := by
      linear_combination hs - 4 * h
    rcases mul_eq_zero.mp hf with h1 | h1 <;> linarith
  · intro h
    have hx : x < 0 := by linarith
    have hne : x - w ≠ 0 := (show x - w < 0 by linarith).ne
    refine ⟨hx, ?_⟩
    rw [eq_div_iff hne, h]
    linear_combination hs / 4

/-- For nonzero coupling, the ratio of the Dyson energy to the polaron energy is
`2w/(w + √(w² + 4g²))`. -/
theorem energy_ratio {w g : ℝ} (hw : 0 < w) (hg : g ≠ 0) :
    dysonEnergy w g / polaronEnergy w g = 2 * w / (w + √(w ^ 2 + 4 * g ^ 2)) := by
  have hs : √(w ^ 2 + 4 * g ^ 2) ^ 2 = w ^ 2 + 4 * g ^ 2 := Real.sq_sqrt (by positivity)
  have hp : -(g ^ 2 / w) ≠ 0 := neg_ne_zero.mpr (by positivity)
  have hd : w + √(w ^ 2 + 4 * g ^ 2) ≠ 0 := by positivity
  have hc : w * (g ^ 2 / w) = g ^ 2 := by field_simp
  unfold dysonEnergy polaronEnergy
  rw [div_eq_div_iff hp hd]
  linear_combination -hs / 2 + 2 * hc

/-- The negative solution of the one-phonon Dyson equation, divided by the polaron energy
`-g²/w`, tends to 1 at weak coupling and to 0 at strong coupling. -/
theorem onePhonon_dyson_limits {w : ℝ} (hw : 0 < w) (E : ℝ → ℝ)
    (hE : ∀ g, 0 < g → E g < 0 ∧ E g = selfEnergy w g (E g)) :
    Tendsto (fun g => E g / polaronEnergy w g) (𝓝[>] 0) (𝓝 1) ∧
      Tendsto (fun g => E g / polaronEnergy w g) atTop (𝓝 0) := by
  have hr : ∀ g, 0 < g →
      2 * w / (w + √(w ^ 2 + 4 * g ^ 2)) = E g / polaronEnergy w g := by
    intro g hg
    rw [(negative_root_iff hw hg.ne' (E g)).mp (hE g hg), energy_ratio hw hg.ne']
  constructor
  · -- weak coupling: the closed form is continuous at zero coupling
    have hc : Continuous (fun g : ℝ => 2 * w / (w + √(w ^ 2 + 4 * g ^ 2))) :=
      Continuous.div continuous_const (by fun_prop) (fun g => by positivity)
    have h0 : Tendsto (fun g : ℝ => 2 * w / (w + √(w ^ 2 + 4 * g ^ 2))) (𝓝 0)
        (𝓝 (2 * w / (w + √(w ^ 2 + 4 * (0 : ℝ) ^ 2)))) := hc.tendsto 0
    have e : 2 * w / (w + √(w ^ 2 + 4 * (0 : ℝ) ^ 2)) = 1 := by
      rw [show w ^ 2 + 4 * (0 : ℝ) ^ 2 = w ^ 2 by ring, Real.sqrt_sq hw.le,
        div_eq_iff (by positivity)]
      ring
    rw [e] at h0
    refine (h0.mono_left nhdsWithin_le_nhds).congr' ?_
    filter_upwards [self_mem_nhdsWithin] with g hg
    exact hr g hg
  · -- strong coupling: the denominator grows at least like g
    have hd : Tendsto (fun g : ℝ => w + √(w ^ 2 + 4 * g ^ 2)) atTop atTop := by
      refine tendsto_atTop_mono (fun g => ?_) tendsto_id
      have h1 : |g| ≤ √(w ^ 2 + 4 * g ^ 2) :=
        Real.abs_le_sqrt (by nlinarith [sq_nonneg w, sq_nonneg g])
      have h2 := le_abs_self g
      show g ≤ w + √(w ^ 2 + 4 * g ^ 2)
      linarith
    refine (hd.const_div_atTop (2 * w)).congr' ?_
    filter_upwards [eventually_gt_atTop 0] with g hg
    exact hr g hg

/-- At strong coupling the Dyson energy divided by `g` tends to `-1`. -/
theorem dysonEnergy_linear (w : ℝ) :
    Tendsto (fun g => dysonEnergy w g / g) atTop (𝓝 (-1)) := by
  have hu : Tendsto (fun g : ℝ => w / g) atTop (𝓝 0) := tendsto_id.const_div_atTop w
  have hc : Continuous (fun u : ℝ => (u - √(u ^ 2 + 4)) / 2) := by fun_prop
  have h : Tendsto (fun g : ℝ => (w / g - √((w / g) ^ 2 + 4)) / 2) atTop
      (𝓝 (((0 : ℝ) - √((0 : ℝ) ^ 2 + 4)) / 2)) := (hc.tendsto 0).comp hu
  have e : ((0 : ℝ) - √((0 : ℝ) ^ 2 + 4)) / 2 = -1 := by
    rw [show (0 : ℝ) ^ 2 + 4 = 2 ^ 2 by norm_num, Real.sqrt_sq (by norm_num)]
    norm_num
  rw [e] at h
  refine h.congr' ?_
  filter_upwards [eventually_gt_atTop 0] with g hg
  have hsq : w ^ 2 + 4 * g ^ 2 = g ^ 2 * ((w / g) ^ 2 + 4) := by
    have hwg : w / g * g = w := div_mul_cancel₀ w hg.ne'
    linear_combination -(w / g * g + w) * hwg
  unfold dysonEnergy
  rw [hsq, Real.sqrt_mul (sq_nonneg g), Real.sqrt_sq hg.le]
  generalize √((w / g) ^ 2 + 4) = t
  field_simp

end

end OnePhononDyson
```

```lean
#print axioms OnePhononDyson.polaronEnergy_le
#print axioms OnePhononDyson.dyson_iff_onePhonon
#print axioms OnePhononDyson.onePhonon_dyson_limits
#print axioms OnePhononDyson.dysonEnergy_linear
```

```
'OnePhononDyson.polaronEnergy_le' depends on axioms: [propext, Classical.choice, Quot.sound]
'OnePhononDyson.dyson_iff_onePhonon' depends on axioms: [propext, Classical.choice, Quot.sound]
'OnePhononDyson.onePhonon_dyson_limits' depends on axioms: [propext, Classical.choice, Quot.sound]
'OnePhononDyson.dysonEnergy_linear' depends on axioms: [propext, Classical.choice, Quot.sound]
```

## How the theorems express the model

`siteHamiltonian w g ψ n` is the component (Hψ)(n) for amplitudes `ψ : ℕ → ℝ`. In Lean `0 - 1` is `0` for natural numbers, but the factor √0 removes that term. `polaronState` is the unnormalised φ, and `polaronState_eigen` states both that it is square-summable and that it satisfies the eigenvalue equation at every n.

`polaronEnergy_le` is the energy bound, written with squared norms so that ψ need not be normalised. Its hypothesis `hψ` says that ψ has fewer than M phonons.

In `dyson_iff_onePhonon`, the state is nonzero and vanishes from n = 2 upwards, and the eigenvalue equation is imposed only at n = 0 and n = 1. This is the Hamiltonian projected onto at most one phonon, and it gives the self-energy formula its meaning here.

The main theorem, `onePhonon_dyson_limits`, takes any function `E` that for each g > 0 is negative and solves the Dyson equation. By `negative_root_iff` such a function exists and agrees with `dysonEnergy` for all g > 0. The filter `𝓝[>] 0` means g → 0 from above, and `atTop` means g → ∞, both at fixed w.

## How the proofs follow the algebra

`annihilation_polaronState` splits √((n+1)!) into √(n+1) √(n!). `polaronState_eigen` compares the norm with the exponential series, then treats n = 0 and n = k + 1 separately, as in the cancellation above.

The energy bound is proved by induction on a cutoff N. Before ψ is assumed to vanish anywhere, the index shift leaves the boundary term

w N ψ(N)² + g √N ψ(N) ψ(N−1).

The induction carries this term along, and setting N = M removes it because ψ(M) = 0.

For the negative root, the proof factors s² − (w − 2x)² = 0; the sign of x rules out one factor. `energy_ratio` cross-multiplies and uses s² = w² + 4g². In these steps `linear_combination` checks the polynomial identity that combines the named equations.

The weak-coupling limit comes from continuity of the closed form at g = 0, and the strong-coupling limit from the bound g ≤ w + s. In both, `congr'` transfers the limit to `E`, since the two expressions agree for g > 0. `dysonEnergy_linear` applies continuity in the variable u = w/g.

## One site, one mode, a bare propagator

The theorems establish the root, the ratio and the limits for this model. A general Fan-Migdal self-energy sums over momenta, bands and phonon branches, with occupation factors; none of these appear here, and neither does hopping. The strong-coupling failure is therefore no verdict on Migdal's approximation in metals.

The energy bound covers real amplitudes with finitely many phonons. Carrying it over to general finite-energy states takes a limiting argument that the file does not contain.
